# Bounds and thick-film limit of the Fuchs-Sondheimer conductivity ratio for specularity 0 ≤ p < 1

The ratio F of film to bulk in-plane conductivity is taken here as defined by the Fuchs-Sondheimer integral. Its derivation from the Boltzmann equation is assumed, and the theorems concern the integral itself. The film has thickness d, the carriers are isotropic with one mean free path l, and k = d/l > 0. The specularity p is the probability of mirror reflection, independent of angle and equal on both faces; the remaining reflections are diffuse. A carrier at angle θ to the film normal has t = 1/cos θ > 1 and crosses the film in x = kt mean free paths.

w(t) = t⁻³ − t⁻⁵

K(p,x) = (1 − e^(−x))/(1 − p e^(−x))

I(p,k) = ∫_{t>1} w(t) K(p,kt) dt

F(p,k) = 1 − 3(1−p)/(2k) · I(p,k)

The denominator of K sums the geometric series of repeated specular reflections. In Lean these are `weight`, `kernel`, `boundaryIntegral` and `F`, with real exponents and `Ioi 1` for t > 1. The formula serves for phonon heat conduction and electrical conduction in films, within this semiclassical model of isotropic carriers with a single l.

```lean
import Mathlib

open MeasureTheory Set Filter Topology

namespace FuchsSondheimer

noncomputable section

/-- Angular weight `t⁻³ - t⁻⁵`, where `t = 1 / cos θ` labels the direction of flight. -/
def weight (t : ℝ) : ℝ := t ^ (-3 : ℝ) - t ^ (-5 : ℝ)

/-- Surface-scattering factor `(1 - e^{-x}) / (1 - p e^{-x})` for specularity `p` and a
crossing of `x` mean free paths. -/
def kernel (p x : ℝ) : ℝ := (1 - Real.exp (-x)) / (1 - p * Real.exp (-x))

/-- The boundary integral over `t > 1` of the weight times the scattering factor at `x = k t`. -/
def boundaryIntegral (p k : ℝ) : ℝ := ∫ t in Ioi (1 : ℝ), weight t * kernel p (k * t)

/-- Fuchs-Sondheimer ratio of film to bulk conductivity for specularity `p` and reduced
thickness `k = d / l`. -/
def F (p k : ℝ) : ℝ := 1 - 3 * (1 - p) / (2 * k) * boundaryIntegral p k
```

## (a) The weight integrates to 1/4

Show that w is positive and integrable on t > 1, with integral 1/4.

For t > 1 the larger exponent gives the larger power, so t⁻⁵ < t⁻³. Both powers decay faster than 1/t, and

∫_{t>1} w dt = 1/2 − 1/4 = 1/4.

`integral_sub` splits the integral and `integral_Ioi_rpow_of_lt` evaluates each power.

```lean
/-- The angular weight is positive for `t > 1`, integrable there, and integrates to `1/4`. -/
theorem weight_facts : (∀ t : ℝ, 1 < t → 0 < weight t) ∧ IntegrableOn weight (Ioi 1) ∧
    ∫ t in Ioi (1 : ℝ), weight t = 1 / 4 := by
  have h3 : IntegrableOn (fun t : ℝ => t ^ (-3 : ℝ)) (Ioi 1) :=
    integrableOn_Ioi_rpow_of_lt (by norm_num) one_pos
  have h5 : IntegrableOn (fun t : ℝ => t ^ (-5 : ℝ)) (Ioi 1) :=
    integrableOn_Ioi_rpow_of_lt (by norm_num) one_pos
  refine ⟨fun t ht => sub_pos.2 (Real.rpow_lt_rpow_of_exponent_lt ht (by norm_num)),
    Integrable.sub h3 h5, ?_⟩
  unfold weight
  rw [integral_sub h3 h5, integral_Ioi_rpow_of_lt (by norm_num : (-3 : ℝ) < -1) one_pos,
    integral_Ioi_rpow_of_lt (by norm_num : (-5 : ℝ) < -1) one_pos]
  norm_num
```

## (b) Three inequalities for the scattering factor

For 0 ≤ p < 1 and x > 0, show 1 − e^(−x) ≤ K < 1 and (1−p)K ≤ x.

Put E = e^(−x), so 0 < E < 1, and D = 1 − pE ≥ 1 − p > 0. After multiplication by D the three claims follow from

(1−E) − (1−E)D = (1−E)pE ≥ 0,

D − (1−E) = (1−p)E > 0,

(1−p)(1−E) ≤ Dx, because 1 − E ≤ x and 1 − p ≤ D.

`hd` states D > 0, and the first two products are the hints given to `nlinarith`.

```lean
/-- For `0 ≤ p < 1` and `x > 0` the scattering factor lies in `[1 - e^{-x}, 1)`, and
`(1 - p)` times it is at most `x`. -/
theorem kernel_bounds {p x : ℝ} (hp0 : 0 ≤ p) (hp1 : p < 1) (hx : 0 < x) :
    1 - Real.exp (-x) ≤ kernel p x ∧ kernel p x < 1 ∧ (1 - p) * kernel p x ≤ x := by
  have he0 : 0 < Real.exp (-x) := Real.exp_pos _
  have he1 : Real.exp (-x) < 1 := by
    rw [← Real.exp_zero]; exact Real.exp_lt_exp.2 (by linarith)
  have hex : 1 - Real.exp (-x) ≤ x := by linarith [Real.add_one_le_exp (-x)]
  have hpe : p * Real.exp (-x) ≤ p := mul_le_of_le_one_right hp0 he1.le
  have hd : 0 < 1 - p * Real.exp (-x) := by linarith
  unfold kernel
  refine ⟨?_, ?_, ?_⟩
  · rw [le_div_iff₀ hd]
    nlinarith [mul_nonneg (sub_pos.2 he1).le (mul_nonneg hp0 he0.le)]
  · rw [div_lt_one hd]
    nlinarith [mul_pos he0 (sub_pos.2 hp1)]
  · rw [← mul_div_assoc, div_le_iff₀ hd, mul_comm (1 - p)]
    exact mul_le_mul hex (by linarith) (by linarith) hx.le
```

## (c) The boundary integral exists

Show that w(t)K(p,kt) is integrable on t > 1.

By (b), 0 ≤ wK ≤ w, and w is integrable; `Integrable.mono'` is this domination argument. Lean assigns the value 0 to the integral of a non-integrable function, which would make F = 1, so the later comparisons rest on this part.

```lean
/-- The integrand of the boundary integral is integrable over `t > 1`. -/
theorem integrand_integrable {p k : ℝ} (hp0 : 0 ≤ p) (hp1 : p < 1) (hk : 0 < k) :
    IntegrableOn (fun t => weight t * kernel p (k * t)) (Ioi (1 : ℝ)) := by
  obtain ⟨hpos, hw, -⟩ := weight_facts
  have hm : Measurable fun t : ℝ => kernel p (k * t) := by
    unfold kernel
    fun_prop
  -- the integrand is dominated by the weight
  refine Integrable.mono' hw (hw.aestronglyMeasurable.mul hm.aestronglyMeasurable) ?_
  refine (ae_restrict_iff' measurableSet_Ioi).2 (Eventually.of_forall fun t ht => ?_)
  have hkt : 0 < k * t := mul_pos hk (lt_trans one_pos ht)
  obtain ⟨h1, h2, -⟩ := kernel_bounds hp0 hp1 hkt
  have he : Real.exp (-(k * t)) ≤ 1 := by
    rw [← Real.exp_zero]; exact Real.exp_le_exp.2 (by linarith)
  have hw0 := hpos t ht
  rw [Real.norm_eq_abs, abs_of_nonneg (mul_nonneg hw0.le (by linarith))]
  exact mul_le_of_le_one_right hw0.le h2.le
```

## (d) The boundary integral is bracketed

Show (1 − e^(−k))/4 ≤ I ≤ 1/4.

Since kt ≥ k,

1 − e^(−k) ≤ 1 − e^(−kt) ≤ K(p,kt) < 1.

Multiply by w and integrate using (a). `setIntegral_mono_on` carries each pointwise inequality to the integrals.

```lean
/-- The boundary integral lies between `(1 - e^{-k}) / 4` and `1/4`. -/
theorem boundaryIntegral_bounds {p k : ℝ} (hp0 : 0 ≤ p) (hp1 : p < 1) (hk : 0 < k) :
    1 / 4 * (1 - Real.exp (-k)) ≤ boundaryIntegral p k ∧ boundaryIntegral p k ≤ 1 / 4 := by
  obtain ⟨hpos, hw, hint⟩ := weight_facts
  have hI := integrand_integrable hp0 hp1 hk
  unfold boundaryIntegral
  rw [← hint]
  constructor
  · rw [← integral_mul_const]
    refine setIntegral_mono_on (hw.mul_const _) hI measurableSet_Ioi fun t ht => ?_
    have ht1 : (1 : ℝ) < t := ht
    have h1 := (kernel_bounds hp0 hp1 (mul_pos hk (lt_trans one_pos ht1))).1
    -- every flight across the film is at least k mean free paths long
    have he : Real.exp (-(k * t)) ≤ Real.exp (-k) := Real.exp_le_exp.2 (by nlinarith)
    exact mul_le_mul_of_nonneg_left (by linarith) (hpos t ht1).le
  · refine setIntegral_mono_on hI hw measurableSet_Ioi fun t ht => ?_
    exact mul_le_of_le_one_right (hpos t ht).le
      (kernel_bounds hp0 hp1 (mul_pos hk (lt_trans one_pos ht))).2.1.le
```

## (e) Bounds on the conductivity ratio

Show, for 0 ≤ p < 1 and k > 0,

1 − 3(1−p)/(8k) ≤ F ≤ 1 − 3(1−p)(1 − e^(−k))/(8k), and F < 1.

Multiply (d) by c = 3(1−p)/(2k) > 0 (`hc`) and subtract from 1, noting c/4 = 3(1−p)/(8k) (`h8`). The lower bound in (d) gives I > 0, hence cI > 0 and F < 1. At p = 1 the prefactor vanishes and F = 1, so the strict inequality F < 1 fails there.

```lean
/-- For `0 ≤ p < 1` and `k > 0` the conductivity ratio lies between `1 - 3(1-p)/(8k)` and
`1 - 3(1-p)(1 - e^{-k})/(8k)`, and is strictly below one. -/
theorem F_bounds {p k : ℝ} (hp0 : 0 ≤ p) (hp1 : p < 1) (hk : 0 < k) :
    1 - 3 * (1 - p) / (8 * k) ≤ F p k ∧
    F p k ≤ 1 - 3 * (1 - p) / (8 * k) * (1 - Real.exp (-k)) ∧ F p k < 1 := by
  obtain ⟨h1, h2⟩ := boundaryIntegral_bounds hp0 hp1 hk
  have hq : 0 < 1 - p := sub_pos.2 hp1
  have hc : 0 < 3 * (1 - p) / (2 * k) := by positivity
  have he : Real.exp (-k) < 1 := by
    rw [← Real.exp_zero]; exact Real.exp_lt_exp.2 (by linarith)
  have h8 : 3 * (1 - p) / (8 * k) = 3 * (1 - p) / (2 * k) * (1 / 4) := by ring
  have hl := mul_le_mul_of_nonneg_left h1 hc.le
  have hu := mul_le_mul_of_nonneg_left h2 hc.le
  have hI : 0 < boundaryIntegral p k := by linarith
  have hpos := mul_pos hc hI
  unfold F
  rw [h8, mul_assoc]
  exact ⟨by linarith, by linarith, by linarith⟩
```

## (f) The thick film

Show that k(1 − F) → 3(1−p)/8 as k → ∞ at fixed p.

For k > 0 the identity `key` reads k(1 − F) = 3(1−p)I/2, so (d) gives

3(1−p)(1 − e^(−k))/8 ≤ k(1 − F) ≤ 3(1−p)/8.

The left side tends to the right side (`hlow`), and the squeeze lemma finishes, with `atTop` meaning k → ∞. The asymptotic form for thin films, k → 0, is not treated.

```lean
/-- Thick-film limit: `k (1 - F(k))` tends to `3(1-p)/8` as `k → ∞`. -/
theorem thick_film_limit {p : ℝ} (hp0 : 0 ≤ p) (hp1 : p < 1) :
    Tendsto (fun k => k * (1 - F p k)) atTop (𝓝 (3 * (1 - p) / 8)) := by
  have hq : 0 ≤ 3 * (1 - p) / 2 := by linarith
  have key : ∀ k : ℝ, 0 < k → k * (1 - F p k) = 3 * (1 - p) / 2 * boundaryIntegral p k := by
    intro k hk
    unfold F
    field_simp
    ring
  have hlow : Tendsto (fun k : ℝ => 3 * (1 - p) / 8 * (1 - Real.exp (-k))) atTop
      (𝓝 (3 * (1 - p) / 8 * (1 - 0))) :=
    (Real.tendsto_exp_neg_atTop_nhds_zero.const_sub 1).const_mul _
  rw [sub_zero, mul_one] at hlow
  refine tendsto_of_tendsto_of_tendsto_of_le_of_le' hlow tendsto_const_nhds ?_ ?_
  · filter_upwards [eventually_gt_atTop 0] with k hk
    rw [key k hk]
    linarith [mul_le_mul_of_nonneg_left (boundaryIntegral_bounds hp0 hp1 hk).1 hq]
  · filter_upwards [eventually_gt_atTop 0] with k hk
    rw [key k hk]
    linarith [mul_le_mul_of_nonneg_left (boundaryIntegral_bounds hp0 hp1 hk).2 hq]
```

## (g) The ratio is never negative

The lower bound in (e) is negative for k < 3(1−p)/8. Show F ≥ 0 for every k > 0.

The third inequality of (b) at x = kt gives (1−p)wK ≤ ktw = k(t⁻² − t⁻⁴). Integrating,

(1−p)I ≤ k(1 − 1/3) = 2k/3,

so 3(1−p)I/(2k) ≤ 1. `hint` is the integral 2/3, and the `calc` block is the pointwise chain.

```lean
/-- The conductivity ratio is nonnegative at every thickness `k > 0`. -/
theorem F_nonneg {p k : ℝ} (hp0 : 0 ≤ p) (hp1 : p < 1) (hk : 0 < k) : 0 ≤ F p k := by
  have h2 : IntegrableOn (fun t : ℝ => t ^ (-2 : ℝ)) (Ioi 1) :=
    integrableOn_Ioi_rpow_of_lt (by norm_num) one_pos
  have h4 : IntegrableOn (fun t : ℝ => t ^ (-4 : ℝ)) (Ioi 1) :=
    integrableOn_Ioi_rpow_of_lt (by norm_num) one_pos
  have hint : ∫ t in Ioi (1 : ℝ), (t ^ (-2 : ℝ) - t ^ (-4 : ℝ)) = 2 / 3 := by
    rw [integral_sub h2 h4, integral_Ioi_rpow_of_lt (by norm_num : (-2 : ℝ) < -1) one_pos,
      integral_Ioi_rpow_of_lt (by norm_num : (-4 : ℝ) < -1) one_pos]
    norm_num
  -- (1 - p) w K ≤ k t w, whose integral is 2k/3
  have hb : (1 - p) * boundaryIntegral p k ≤ k * (2 / 3) := by
    unfold boundaryIntegral
    rw [← hint, ← integral_const_mul, ← integral_const_mul]
    refine setIntegral_mono_on ((integrand_integrable hp0 hp1 hk).const_mul _)
      ((Integrable.sub h2 h4).const_mul k) measurableSet_Ioi fun t ht => ?_
    have ht0 : (0 : ℝ) < t := lt_trans one_pos ht
    have e2 : t ^ (-2 : ℝ) = t ^ (-3 : ℝ) * t := by
      rw [← Real.rpow_add_one ht0.ne', show (-3 : ℝ) + 1 = -2 by norm_num]
    have e4 : t ^ (-4 : ℝ) = t ^ (-5 : ℝ) * t := by
      rw [← Real.rpow_add_one ht0.ne', show (-5 : ℝ) + 1 = -4 by norm_num]
    have h := mul_le_mul_of_nonneg_left (kernel_bounds hp0 hp1 (mul_pos hk ht0)).2.2
      (weight_facts.1 t ht).le
    calc (1 - p) * (weight t * kernel p (k * t))
        = weight t * ((1 - p) * kernel p (k * t)) := by ring
      _ ≤ weight t * (k * t) := h
      _ = k * (t ^ (-2 : ℝ) - t ^ (-4 : ℝ)) := by rw [e2, e4, weight]; ring
  unfold F
  rw [sub_nonneg, div_mul_eq_mul_div, div_le_one (by positivity)]
  linarith
```

## (h) Smoother surfaces conduct no worse

For 0 ≤ p ≤ q < 1 and k > 0, show F(p,k) ≤ F(q,k).

With E = e^(−kt), cross-multiply (1−q)K(q,kt) ≤ (1−p)K(p,kt) by the two positive denominators:

(1−p)(1−E)(1−qE) − (1−q)(1−E)(1−pE) = (1−E)²(q−p) ≥ 0.

Weighting by w and integrating gives (1−q)I(q,k) ≤ (1−p)I(p,k), which is `hb`, and multiplication by −3/(2k) reverses the inequality. The monotonicity proved is weak, not strict.

```lean
/-- At fixed thickness the conductivity ratio does not decrease as the specularity grows. -/
theorem F_mono_specularity {p q k : ℝ} (hp0 : 0 ≤ p) (hpq : p ≤ q) (hq1 : q < 1)
    (hk : 0 < k) : F p k ≤ F q k := by
  have hq0 : 0 ≤ q := hp0.trans hpq
  have hp1 : p < 1 := hpq.trans_lt hq1
  have hb : (1 - q) * boundaryIntegral q k ≤ (1 - p) * boundaryIntegral p k := by
    unfold boundaryIntegral
    rw [← integral_const_mul, ← integral_const_mul]
    refine setIntegral_mono_on ((integrand_integrable hq0 hq1 hk).const_mul _)
      ((integrand_integrable hp0 hp1 hk).const_mul _) measurableSet_Ioi fun t ht => ?_
    have hkt : 0 < k * t := mul_pos hk (lt_trans one_pos ht)
    have he : Real.exp (-(k * t)) ≤ 1 := by
      rw [← Real.exp_zero]; exact Real.exp_le_exp.2 (by linarith)
    have hdp : 0 < 1 - p * Real.exp (-(k * t)) := by linarith [mul_le_of_le_one_right hp0 he]
    have hdq : 0 < 1 - q * Real.exp (-(k * t)) := by linarith [mul_le_of_le_one_right hq0 he]
    have h : (1 - q) * kernel q (k * t) ≤ (1 - p) * kernel p (k * t) := by
      unfold kernel
      rw [← mul_div_assoc, ← mul_div_assoc, div_le_div_iff₀ hdq hdp]
      nlinarith [mul_nonneg (sq_nonneg (1 - Real.exp (-(k * t)))) (sub_nonneg.2 hpq)]
    have h' := mul_le_mul_of_nonneg_left h (weight_facts.1 t ht).le
    show (1 - q) * (weight t * kernel q (k * t)) ≤ (1 - p) * (weight t * kernel p (k * t))
    linarith
  have hc : 0 ≤ 3 / (2 * k) := by positivity
  have e : ∀ r, F r k = 1 - 3 / (2 * k) * ((1 - r) * boundaryIntegral r k) := fun r => by
    unfold F; ring
  rw [e p, e q]
  linarith [mul_le_mul_of_nonneg_left hb hc]

end

end FuchsSondheimer
```

```lean
#print axioms FuchsSondheimer.F_bounds
#print axioms FuchsSondheimer.thick_film_limit
#print axioms FuchsSondheimer.F_nonneg
#print axioms FuchsSondheimer.F_mono_specularity
```

```
'FuchsSondheimer.F_bounds' depends on axioms: [propext, Classical.choice, Quot.sound]
'FuchsSondheimer.thick_film_limit' depends on axioms: [propext, Classical.choice, Quot.sound]
'FuchsSondheimer.F_nonneg' depends on axioms: [propext, Classical.choice, Quot.sound]
'FuchsSondheimer.F_mono_specularity' depends on axioms: [propext, Classical.choice, Quot.sound]
```

## The cosine variable and numerical quadrature

The remarks below go further than the theorems above and were not machine-checked. With μ = cos θ = 1/t as the variable,

I = ∫₀¹ (μ − μ³) K(p, k/μ) dμ.

A definition in this form has a bounded integrand on a finite interval, so (a) would become a polynomial integral and domination in (c) would be by a constant; agreement with the t form would need a change-of-variables proof.

The μ form also suits quadrature in a program, with 1 − e^(−x) evaluated through an expm1 routine to avoid cancellation at small x. For an isotropic phonon spectrum in the relaxation-time approximation, the bulk contribution of each branch and frequency to the in-plane conductivity, summed over all directions, is multiplied by F(p, d/l) at its own l. The factor for a single wave vector depends on its direction and is not F. The bracket in (e) has width 3(1−p)e^(−k)/(8k) and gives a check on the computed value: at p = 0 and k = 1 it demands 0.625 ≤ F ≤ 0.763.
